# The mean of an observable over independent draws has the single-draw average as its expectation

A system has finitely many states, with real weights `p` that sum to one; the weights are not required to be nonnegative. Draw `n` states independently, with `n` at least one, and average a real observable `g` over them. The theorem `sampleExp_average` says that the expectation of this sample mean is exactly `∑ i, p i * g i`, whatever the size of the sample. The attempt treats one draw `j` at a time: it writes `g (x j)` as a product over all draws in which every factor but the `j`-th is 1, so that the sum over samples splits into a product of single-draw sums. It then adds up the `n` equal contributions and divides by `n`.

This version doesn't compile in Lean 4 with Mathlib:

```lean
import Mathlib

open Finset

namespace FreeEnergyPerturbationBias

noncomputable section

variable {ι : Type*} [Fintype ι]

/-- The expectation of `f` over `n` independent samples, each drawn with weights `p`. -/
def sampleExp (p : ι → ℝ) (n : ℕ) (f : (Fin n → ι) → ℝ) : ℝ :=
  ∑ x : Fin n → ι, (∏ k, p (x k)) * f x

/-- The expectation of a sample mean is the average over a single draw. -/
theorem sampleExp_average {n : ℕ} (hn : 0 < n) (p : ι → ℝ) (hp : ∑ i, p i = 1)
    (g : ι → ℝ) :
    sampleExp p n (fun x => (1 / (n : ℝ)) * ∑ k, g (x k)) = ∑ i, p i * g i := by
  have hn' : (n : ℝ) ≠ 0 := Nat.cast_ne_zero.mpr hn.ne'
  -- all draws except the `j`-th sum to one
  have single : ∀ j : Fin n,
      ∑ x : Fin n → ι, (∏ k, p (x k)) * g (x j) = ∑ i, p i * g i := by
    intro j
    have h1 : ∀ x : Fin n → ι, (∏ k, p (x k)) * g (x j)
        = ∏ k, (p (x k) * if k = j then g (x k) else 1) := by
      intro x
      simp [Finset.prod_mul_distrib]
    have h2 : ∏ k : Fin n, ∑ i, (p i * if k = j then g i else 1)
        = ∑ x : Fin n → ι, ∏ k, (p (x k) * if k = j then g (x k) else 1) := by
      rw [Finset.prod_univ_sum, Fintype.piFinset_univ]
    rw [Finset.sum_congr rfl (fun x _ => h1 x), ← h2, Finset.prod_eq_single j]
    · simp
    · intro k _ hk
      simp [hk, hp]
    · intro h
      exact absurd (Finset.mem_univ j) h
  unfold sampleExp
  calc ∑ x : Fin n → ι, (∏ k, p (x k)) * ((1 / (n : ℝ)) * ∑ k, g (x k))
      = (1 / (n : ℝ)) * ∑ j : Fin n, ∑ x : Fin n → ι, (∏ k, p (x k)) * g (x j) := by
        rw [Finset.sum_comm, Finset.mul_sum]
        refine Finset.sum_congr rfl fun x _ => ?_
        rw [← Finset.mul_sum]
        ring
    _ = ∑ i, p i * g i := by
        rw [Finset.sum_congr rfl (fun j _ => single j), Finset.sum_const, Finset.card_univ,
          Fintype.card_fin, nsmul_eq_mul, ← mul_assoc, one_div_mul_cancel hn', one_mul]

end

end FreeEnergyPerturbationBias
```

Lean reports:

```
Main.lean:25:59: error: unsolved goals
ι : Type u_1
inst✝ : Fintype ι
n : ℕ
hn : 0 < n
p : ι → ℝ
hp : ∑ i, p i = 1
g : ι → ℝ
hn' : ↑n ≠ 0
j : Fin n
x : Fin n → ι
⊢ (∏ k, p (x k)) * g (x j) = ∏ x_1, if x_1 = j then p (x x_1) * g (x x_1) else p (x x_1)
Main.lean:27:12: warning: This simp argument is unused:
  Finset.prod_mul_distrib

Hint: Omit it from the simp argument list.
  [apply] simp

Note: This linter can be disabled with `set_option linter.unusedSimpArgs false`
```

Cause. The error is in `h1`, which puts `g (x j)` inside the product over draws. `simp` was meant to split the product on the right in two with `Finset.prod_mul_distrib`, but that lemma needs the body of the product to be a multiplication. `simp` simplifies the body first, and there it moves the factor `p (x k)` into both branches of the `if`. The body is then an `if`, as the remaining goal shows, and the lemma no longer matches. The warning that `Finset.prod_mul_distrib` is unused confirms that it never fired.

The repair applies the lemma with `rw` before `simp` can touch the body. The right side becomes the product of the weights times a separate product of `if k = j then g (x k) else 1`. `simp` can reduce this second product to `g (x j)`, since every other factor is 1, and the two sides agree.

The change, after which it compiles:

```diff
@@ -25,5 +25,6 @@
         = ∏ k, (p (x k) * if k = j then g (x k) else 1) := by
       intro x
-      simp [Finset.prod_mul_distrib]
+      rw [Finset.prod_mul_distrib]
+      simp
     have h2 : ∏ k : Fin n, ∑ i, (p i * if k = j then g i else 1)
         = ∑ x : Fin n → ι, ∏ k, (p (x k) * if k = j then g (x k) else 1) := by
```
